# The squared-frequency matrix of a Hopfield model with one cavity mode and positive bare frequencies is positive definite exactly when $4\sum_j g_j^2/w_j < w_c+4D$

A cavity mode of frequency $w_c>0$, coupled to finitely many harmonic matter modes of frequencies $w_j>0$, has only positive squared polariton frequencies exactly when

$$4S<w_c+4D,\qquad S=\sum_j \frac{g_j^2}{w_j}.$$

Here $g_j$ are real couplings, $D$ is the real coefficient of the diamagnetic term, and $\hbar=1$. If $D\ge S$, a zero-frequency polariton is impossible. One exists exactly when $w_c+4D=4S$.

The Hamiltonian, up to a constant, is

$$H=w_c a^\dagger a+\sum_j w_j b_j^\dagger b_j+\sum_j g_j(a+a^\dagger)(b_j+b_j^\dagger)+D(a+a^\dagger)^2 .$$

The bound $D\ge S$ stands for the Thomas–Reiche–Kuhn sum rule. For electrons in a local potential and a spatially uniform cavity field, minimal coupling in Coulomb gauge fixes both $D$ and the $g_j$, and the ground-state transitions kept in the model carry at most the total oscillator strength.

## Square roots of polariton eigenvalues

A polariton code for this quadratic, single-cavity model can diagonalise the squared-frequency matrix and take square roots. A negative eigenvalue then gives an imaginary frequency or a NaN. When the criterion holds, exact eigenvalues cannot be negative, and checking it takes one sum over matter modes.

The risk arises when $D$ and the $g_j$ are set independently. Adding matter modes at fixed $D$ never lowers $S$, and raises it if their couplings are nonzero, and dropping the diamagnetic term leaves the condition $4S<w_c$. The couplings must follow the convention of $H$, counter-rotating terms included; the inequality is not the one for a rotating-wave Hamiltonian.

## Completing the squares in the matter coordinates

Set $X=a+a^\dagger$ and $Y_j=b_j+b_j^\dagger$. The part of $H$ that depends on these quadratures is

$$V=\frac{w_c}{4}X^2+\sum_j\frac{w_j}{4}Y_j^2+\sum_j g_jXY_j+DX^2 .$$

Mass-weighted coordinates $v_0,v_j$ are defined by $X=\sqrt{2w_c}\,v_0$ and $Y_j=\sqrt{2w_j}\,v_j$. With $\kappa_j=2g_j\sqrt{w_cw_j}$, substitution gives $V=\tfrac12 v^{T}Mv$, where

$$v^{T}Mv=(w_c^2+4Dw_c)v_0^2+2v_0\sum_j\kappa_jv_j+\sum_jw_j^2v_j^2 .$$

For each matter mode,

$$w_j^2v_j^2+2\kappa_jv_0v_j=\Bigl(w_jv_j+\frac{\kappa_j}{w_j}v_0\Bigr)^2-\frac{\kappa_j^2}{w_j^2}v_0^2,\qquad \frac{\kappa_j^2}{w_j^2}=4w_c\frac{g_j^2}{w_j}.$$

Summing over $j$,

$$v^{T}Mv=Kv_0^2+\sum_j\Bigl(w_jv_j+\frac{\kappa_j}{w_j}v_0\Bigr)^2,\qquad K=w_c(w_c+4D-4S).$$

**Sufficiency.** Let $K>0$ and $v\ne0$. If $v_0\ne0$, the first term is positive. If $v_0=0$, some $v_j\ne0$ contributes $w_j^2v_j^2>0$.

**Necessity.** Let the matter follow a unit photon displacement: $s_0=1$, $s_j=-\kappa_j/w_j^2$. The matter rows of $Ms$ are $\kappa_j+w_j^2s_j=0$, and the photon row is $w_c^2+4Dw_c-\sum_j\kappa_j^2/w_j^2=K$. Hence $s^{T}Ms=K$, which must be positive if $M$ is positive definite. Since $w_c>0$, this is the stated inequality.

**Zero mode.** If $Mv=0$ with $v\ne0$, the matter rows give $v=v_0s$, so $v_0\ne0$ and the photon row gives $K=0$. Conversely, $K=0$ gives $Ms=0$.

**Sum-rule bound.** If $D\ge S$, then $K\ge w_c^2>0$. For an eigenvector with $Mv=\Lambda v$, $\Lambda\,v^{T}v=v^{T}Mv>0$, so $\Lambda>0$.

**Identical emitters.** For $N$ modes with common $w$ and $g$ and $D=0$, $S=Ng^2/w$, and the criterion becomes $4Ng^2<w_cw$.

## Lean source

```lean
import Mathlib

open Matrix

namespace HopfieldStability

noncomputable section

variable {ι : Type*} [Fintype ι] [DecidableEq ι]

/-- The part of the Hopfield Hamiltonian that depends on the quadratures `X = a + a†` of the photon
and `Y j = b j + (b j)†` of the matter modes, with coupling `g j` and diamagnetic term `D X²`. -/
def potential (wc D : ℝ) (w g : ι → ℝ) (X : ℝ) (Y : ι → ℝ) : ℝ :=
  wc / 4 * X ^ 2 + ∑ j, w j / 4 * Y j ^ 2 + ∑ j, g j * X * Y j + D * X ^ 2

/-- The squared-frequency matrix of one photon mode (`none`) and matter modes (`some j`), for
positive frequencies `wc` and `w j`. -/
def hopfieldMatrix (wc D : ℝ) (w g : ι → ℝ) : Matrix (Option ι) (Option ι) ℝ :=
  Matrix.of fun a b => match a, b with
    | none, none => wc ^ 2 + 4 * D * wc
    | none, some j => 2 * g j * √(wc * w j)
    | some j, none => 2 * g j * √(wc * w j)
    | some i, some j => if i = j then w i ^ 2 else 0

/-- The displacement in which each matter mode follows a unit photon coordinate adiabatically, for
positive frequencies `wc` and `w j`. -/
def softMode (wc : ℝ) (w g : ι → ℝ) : Option ι → ℝ
  | none => 1
  | some j => -(2 * g j * √(wc * w j) / w j ^ 2)

/-- The photon row of the squared-frequency matrix acting on a displacement. -/
theorem mulVec_none (wc D : ℝ) (w g : ι → ℝ) (v : Option ι → ℝ) :
    (hopfieldMatrix wc D w g *ᵥ v) none =
      (wc ^ 2 + 4 * D * wc) * v none + ∑ j, 2 * g j * √(wc * w j) * v (some j) := by
  simp [hopfieldMatrix, Matrix.mulVec, dotProduct, Fintype.sum_option]

/-- The row of matter mode `j` of the squared-frequency matrix acting on a displacement. -/
theorem mulVec_some (wc D : ℝ) (w g : ι → ℝ) (v : Option ι → ℝ) (j : ι) :
    (hopfieldMatrix wc D w g *ᵥ v) (some j) =
      2 * g j * √(wc * w j) * v none + w j ^ 2 * v (some j) := by
  simp [hopfieldMatrix, Matrix.mulVec, dotProduct, Fintype.sum_option]

/-- For positive frequencies, the Hopfield potential in mass-weighted coordinates `v`, where
`X = √(2 wc) v₀` and `Y j = √(2 w j) v j`, is half the quadratic form of the matrix. -/
theorem potential_eq {wc : ℝ} (D : ℝ) {w : ι → ℝ} (g : ι → ℝ) (hwc : 0 < wc)
    (hw : ∀ j, 0 < w j) (v : Option ι → ℝ) :
    potential wc D w g (√(2 * wc) * v none) (fun j => √(2 * w j) * v (some j)) =
      1 / 2 * (v ⬝ᵥ hopfieldMatrix wc D w g *ᵥ v) := by
  have hc : √(2 * wc) ^ 2 = 2 * wc := Real.sq_sqrt (by positivity)
  have hY : ∀ j, w j / 4 * (√(2 * w j) * v (some j)) ^ 2
      = 1 / 2 * (w j ^ 2 * v (some j) ^ 2) := fun j => by
    have h : √(2 * w j) ^ 2 = 2 * w j := Real.sq_sqrt (by linarith [hw j])
    linear_combination w j / 4 * v (some j) ^ 2 * h
  have hXY : ∀ j, g j * (√(2 * wc) * v none) * (√(2 * w j) * v (some j))
      = v none * (2 * g j * √(wc * w j) * v (some j)) := fun j => by
    have h : √(2 * wc) * √(2 * w j) = 2 * √(wc * w j) := by
      rw [← Real.sqrt_mul (by positivity), show 2 * wc * (2 * w j) = 2 ^ 2 * (wc * w j) by ring,
        Real.sqrt_mul (by positivity), Real.sqrt_sq (by norm_num)]
    linear_combination g j * v none * v (some j) * h
  have hsum : ∑ j, v (some j) * (2 * g j * √(wc * w j) * v none + w j ^ 2 * v (some j))
      = v none * ∑ j, 2 * g j * √(wc * w j) * v (some j) + ∑ j, w j ^ 2 * v (some j) ^ 2 := by
    rw [Finset.mul_sum, ← Finset.sum_add_distrib]
    exact Finset.sum_congr rfl fun j _ => by ring
  simp only [potential, dotProduct, Fintype.sum_option, mulVec_none, mulVec_some]
  rw [hsum]
  simp only [hY, hXY, ← Finset.mul_sum]
  linear_combination (wc / 4 + D) * v none ^ 2 * hc

/-- Completing the squares: for positive frequencies the quadratic form is a sum of squares, one per
matter mode, plus the photon coordinate squared times the stiffness
`wc (wc + 4 D - 4 ∑ g j² / w j)`. -/
theorem quadratic_form {wc : ℝ} (D : ℝ) {w : ι → ℝ} (g : ι → ℝ) (hwc : 0 < wc)
    (hw : ∀ j, 0 < w j) (v : Option ι → ℝ) :
    v ⬝ᵥ hopfieldMatrix wc D w g *ᵥ v =
      wc * (wc + 4 * D - 4 * ∑ j, g j ^ 2 / w j) * v none ^ 2 +
        ∑ j, (w j * v (some j) + 2 * g j * √(wc * w j) / w j * v none) ^ 2 := by
  have h : ∀ j, (w j * v (some j) + 2 * g j * √(wc * w j) / w j * v none) ^ 2
      = v (some j) * (2 * g j * √(wc * w j) * v none + w j ^ 2 * v (some j))
        + v none * (2 * g j * √(wc * w j) * v (some j))
        + 4 * wc * v none ^ 2 * (g j ^ 2 / w j) := fun j => by
    have hj := (hw j).ne'
    have hs : √(wc * w j) ^ 2 = wc * w j := Real.sq_sqrt (mul_pos hwc (hw j)).le
    have hl : w j * (2 * g j * √(wc * w j) / w j) = 2 * g j * √(wc * w j) := by field_simp
    have hc : (2 * g j * √(wc * w j) / w j) ^ 2 = 4 * wc * (g j ^ 2 / w j) := by
      have e : g j ^ 2 / w j * w j = g j ^ 2 := div_mul_cancel₀ _ hj
      rw [div_pow, mul_pow, hs, div_eq_iff (pow_ne_zero 2 hj)]
      linear_combination (-4 * wc * w j) * e
    linear_combination v none ^ 2 * hc + 2 * v (some j) * v none * hl
  simp only [dotProduct, Fintype.sum_option, mulVec_none, mulVec_some]
  simp only [h, Finset.sum_add_distrib, ← Finset.mul_sum]
  ring

/-- For positive frequencies, the restoring force on the soft mode acts on the photon coordinate
alone, with stiffness `wc (wc + 4 D - 4 ∑ g j² / w j)`. -/
theorem mulVec_softMode {wc : ℝ} (D : ℝ) {w : ι → ℝ} (g : ι → ℝ) (hwc : 0 < wc)
    (hw : ∀ j, 0 < w j) :
    hopfieldMatrix wc D w g *ᵥ softMode wc w g =
      Pi.single none (wc * (wc + 4 * D - 4 * ∑ j, g j ^ 2 / w j)) := by
  funext a
  cases a with
  | none =>
    have h : ∀ j, 2 * g j * √(wc * w j) * -(2 * g j * √(wc * w j) / w j ^ 2)
        = -(4 * wc) * (g j ^ 2 / w j) := fun j => by
      have hj := (hw j).ne'
      have hs : √(wc * w j) ^ 2 = wc * w j := Real.sq_sqrt (mul_pos hwc (hw j)).le
      calc _ = -(4 * g j ^ 2 * √(wc * w j) ^ 2 / w j ^ 2) := by ring
        _ = _ := by rw [hs]; field_simp
    rw [mulVec_none, Pi.single_eq_same]
    simp only [softMode, h, ← Finset.mul_sum]
    ring
  | some j =>
    have hj := (hw j).ne'
    have e : w j ^ 2 * (2 * g j * √(wc * w j) / w j ^ 2) = 2 * g j * √(wc * w j) := by
      field_simp
    rw [mulVec_some, Pi.single_eq_of_ne (Option.some_ne_none j)]
    simp only [softMode]
    linear_combination -e

/-- Stability criterion: for positive frequencies, the squared-frequency matrix is positive
definite if and only if `4 ∑ g j² / w j < wc + 4 D`. -/
theorem posDef_iff {wc : ℝ} (D : ℝ) {w : ι → ℝ} (g : ι → ℝ) (hwc : 0 < wc)
    (hw : ∀ j, 0 < w j) :
    (hopfieldMatrix wc D w g).PosDef ↔ 4 * ∑ j, g j ^ 2 / w j < wc + 4 * D := by
  constructor
  · -- test the matrix on the soft mode
    intro hp
    have hne : softMode wc w g ≠ 0 := fun h => by
      have := congrFun h none
      simp [softMode] at this
    have h := hp.dotProduct_mulVec_pos hne
    rw [star_trivial, mulVec_softMode D g hwc hw, dotProduct_single] at h
    simp only [softMode, one_mul] at h
    have := (mul_pos_iff_of_pos_left hwc).1 h
    linarith
  · intro hK
    have hK' : 0 < wc + 4 * D - 4 * ∑ j, g j ^ 2 / w j := by linarith
    refine Matrix.posDef_iff_dotProduct_mulVec.2 ⟨Matrix.IsHermitian.ext ?_, fun v hv => ?_⟩
    · rintro (_ | i) (_ | j)
      · simp [hopfieldMatrix]
      · simp [hopfieldMatrix]
      · simp [hopfieldMatrix]
      · by_cases h : i = j
        · subst h
          simp
        · simp [hopfieldMatrix, h, Ne.symm h]
    · rw [star_trivial, quadratic_form D g hwc hw]
      by_cases hq : v none = 0
      · -- no photon displacement: some matter mode is displaced
        obtain ⟨j, hj⟩ : ∃ j, v (some j) ≠ 0 := by
          by_contra! hne
          exact hv (funext fun a => by
            cases a with
            | none => exact hq
            | some j => exact hne j)
        refine add_pos_of_nonneg_of_pos (mul_nonneg (mul_pos hwc hK').le (sq_nonneg _))
          (Finset.sum_pos' (fun _ _ => sq_nonneg _) ⟨j, Finset.mem_univ j, ?_⟩)
        have hwj := hw j
        rw [hq, mul_zero, add_zero]
        positivity
      · exact add_pos_of_pos_of_nonneg (mul_pos (mul_pos hwc hK') (by positivity))
          (Finset.sum_nonneg fun _ _ => sq_nonneg _)

/-- If the frequencies are positive and the diamagnetic coefficient obeys the sum-rule bound
`∑ g j² / w j ≤ D`, then every squared polariton frequency `Λ` is strictly positive. -/
theorem polariton_sq_frequency_pos {wc D : ℝ} {w g : ι → ℝ} (hwc : 0 < wc)
    (hw : ∀ j, 0 < w j) (hD : ∑ j, g j ^ 2 / w j ≤ D) {Λ : ℝ} {v : Option ι → ℝ}
    (hv0 : v ≠ 0) (hv : hopfieldMatrix wc D w g *ᵥ v = Λ • v) : 0 < Λ := by
  have h := ((posDef_iff D g hwc hw).2 (by linarith)).dotProduct_mulVec_pos hv0
  rw [hv, star_trivial, dotProduct_smul, smul_eq_mul] at h
  have hvv : 0 ≤ v ⬝ᵥ v := Finset.sum_nonneg fun i _ => mul_self_nonneg _
  by_contra hn
  nlinarith [mul_nonneg (neg_nonneg.2 (not_lt.1 hn)) hvv]

/-- For positive frequencies, a zero-frequency polariton exists if and only if
`wc + 4 D = 4 ∑ g j² / w j`. -/
theorem zero_mode_iff {wc : ℝ} (D : ℝ) {w : ι → ℝ} (g : ι → ℝ) (hwc : 0 < wc)
    (hw : ∀ j, 0 < w j) :
    (∃ v : Option ι → ℝ, v ≠ 0 ∧ hopfieldMatrix wc D w g *ᵥ v = 0) ↔
      wc + 4 * D = 4 * ∑ j, g j ^ 2 / w j := by
  constructor
  · rintro ⟨v, hv0, hv⟩
    -- the matter rows force `v` to be a multiple of the soft mode
    have hs : v = v none • softMode wc w g := by
      funext a
      cases a with
      | none => simp [softMode]
      | some j =>
        have hj := (hw j).ne'
        have e : w j ^ 2 * (2 * g j * √(wc * w j) / w j ^ 2) = 2 * g j * √(wc * w j) := by
          field_simp
        have h := congrFun hv (some j)
        rw [mulVec_some, Pi.zero_apply] at h
        simp only [Pi.smul_apply, smul_eq_mul, softMode]
        apply mul_left_cancel₀ (pow_ne_zero 2 hj)
        linear_combination h + v none * e
    have hq : v none ≠ 0 := fun hq => hv0 (by rw [hs, hq, zero_smul])
    rw [hs, Matrix.mulVec_smul, mulVec_softMode D g hwc hw] at hv
    have h0 := congrFun hv none
    simp only [Pi.smul_apply, Pi.single_eq_same, smul_eq_mul, Pi.zero_apply] at h0
    have h1 := (mul_eq_zero.1 ((mul_eq_zero.1 h0).resolve_left hq)).resolve_left hwc.ne'
    linarith
  · intro h
    refine ⟨softMode wc w g, fun h => ?_, ?_⟩
    · have := congrFun h none
      simp [softMode] at this
    · rw [mulVec_softMode D g hwc hw, h, sub_self, mul_zero, Pi.single_zero]

/-- Dicke threshold for harmonic emitters: without diamagnetic term, the squared-frequency matrix of
`N` identical harmonic modes (`N` the cardinality of `ι`) of frequency `w > 0` and coupling `g` in a
cavity with `wc > 0` is positive definite if and only if `4 N g² < wc w`. -/
theorem dicke_threshold {wc w : ℝ} (g : ℝ) (hwc : 0 < wc) (hw : 0 < w) :
    (hopfieldMatrix wc 0 (fun _ : ι => w) (fun _ => g)).PosDef ↔
      4 * (Fintype.card ι : ℝ) * g ^ 2 < wc * w := by
  have key := posDef_iff 0 (fun _ : ι => g) hwc (fun _ : ι => hw)
  have e : 4 * ∑ _j : ι, g ^ 2 / w = 4 * (Fintype.card ι : ℝ) * g ^ 2 / w := by
    simp only [Finset.sum_const, Finset.card_univ, nsmul_eq_mul]
    ring
  rw [key, e, mul_zero, add_zero, div_lt_iff₀ hw]

end

end HopfieldStability
```

```lean
#print axioms HopfieldStability.potential_eq
-- 'HopfieldStability.potential_eq' depends on axioms: [propext, Classical.choice, Quot.sound]
#print axioms HopfieldStability.polariton_sq_frequency_pos
-- 'HopfieldStability.polariton_sq_frequency_pos' depends on axioms: [propext, Classical.choice, Quot.sound]
#print axioms HopfieldStability.zero_mode_iff
-- 'HopfieldStability.zero_mode_iff' depends on axioms: [propext, Classical.choice, Quot.sound]
#print axioms HopfieldStability.dicke_threshold
-- 'HopfieldStability.dicke_threshold' depends on axioms: [propext, Classical.choice, Quot.sound]
```

## From the checked matrix to polaritons

The matrix $M$ is `hopfieldMatrix`. Its index type `Option ι` has `none` for the photon and `some j` for matter mode $j$, with `ι` finite and possibly empty. Thus `v none` is $v_0$ and `v (some j)` is $v_j$. The parameters are real numbers, with positivity assumed only for `wc` and every `w j`.

`potential` is $V$ with real variables in place of the operators, and `potential_eq` proves $V=\tfrac12v^{T}Mv$. The kinetic part of $H$ and the commutators are absent from the formalisation. Reading an eigenvalue of $M$ as a squared polariton frequency uses the equation of motion $\ddot v=-Mv$, which is the physical step left to the reader. Note that `Λ` denotes the squared frequency.

The proof uses the same algebra as above:

- `mulVec_none` and `mulVec_some` compute the photon and matter rows.
- `quadratic_form` completes the squares. The proof uses $(\sqrt{w_cw_j})^2=w_cw_j$ and cancels the nonzero $w_j$.
- `mulVec_softMode` proves that $Ms$ has the single entry $K$, in the photon place. Despite its name, `softMode` is in general not a normal mode.
- `posDef_iff` tests $M$ on $s$ for necessity. For sufficiency it checks symmetry, then splits on whether `v none` vanishes.
- `polariton_sq_frequency_pos` takes the sum-rule bound as the hypothesis `hD`; it does not derive it from electronic structure.
- `zero_mode_iff` solves the matter rows and reads off the photon row.
- `dicke_threshold` evaluates the sum for identical emitters.

The last result gives the familiar Dicke threshold, but for harmonic emitters. It locates where the quadratic model loses stability and describes no superradiant phase of two-level systems beyond it.

All statements concern real numbers. Close to $4S=w_c+4D$, a floating-point eigensolver can return a small eigenvalue of the wrong sign, so the computed sign alone is not reliable there.
